# For orthogonal projectors $P$, $Q$ and $n=QPQ$, $\mathrm{Tr}(n-n^2)\le\tfrac14\min(\mathrm{rank}\,P,\ \mathrm{rank}(1-P),\ \mathrm{rank}\,Q,\ \mathrm{rank}(1-Q))$

In a transition-metal oxide the metal $d$ orbitals mix with ligand orbitals, so the $d$ shell holds fractional occupations even when every one-particle state of the whole system is full or empty. In DFT+U, the Dudarev correction penalises this by the energy $\tfrac U2\,\mathrm{Tr}(n-n^2)$ per spin channel, where $n$ is the occupation matrix of the shell and $U$ the effective on-site repulsion. How large can the trace become?

Let $P$ project onto the occupied states of one spin channel and $Q$ onto the Hubbard shell of one atom, in a finite orthonormal basis. For a single determinant, $P$ is an orthogonal projector and $n=QPQ$. The bound in the title then limits the penalty, for $U\ge0$, to $U/8$ times the smallest rank.

## Completing the square and two symmetries

Write $F(P,Q)=\mathrm{Tr}(n-n^2)$. Each eigenvalue of an orthogonal projector is 0 or 1, so its rank is its trace.

**The bound by the rank of $Q$.** Since $Qn=nQ=n$, the Hermitian matrix $M=n-\tfrac12Q$ satisfies
$$M^2=n^2-n+\tfrac14Q,\qquad n-n^2=\tfrac14Q-M^2.$$
As $\mathrm{Tr}\,M^2=\sum_{ij}|M_{ji}|^2\ge0$, it follows that $F(P,Q)\le\tfrac14\mathrm{rank}\,Q$.

**Exchange of the spaces.** Put $A=QP$ and $B=PQ$. Then $QPQ=AB$ and $PQP=BA$. Cyclicity gives $\mathrm{Tr}\,AB=\mathrm{Tr}\,BA$ and $\mathrm{Tr}\,ABAB=\mathrm{Tr}\,BABA$, so $F(P,Q)=F(Q,P)$.

**Exchange of particles and holes.** Replacing $P$ by $1-P$ turns $n$ into $Q-n$, and
$$(Q-n)-(Q-n)^2=Q-n-Q+2n-n^2=n-n^2.$$
Hence $F(1-P,Q)=F(P,Q)$.

The other three bounds follow:
$$\begin{aligned}F(P,Q)&=F(Q,P)\le\tfrac14\mathrm{rank}\,P,\\ F(P,Q)&=F(1-P,Q)=F(Q,1-P)\le\tfrac14\mathrm{rank}(1-P),\\ F(P,Q)&=F(Q,P)=F(1-Q,P)=F(P,1-Q)\le\tfrac14\mathrm{rank}(1-Q).\end{aligned}$$

**Equality.** Pair each of $N$ site orbitals with a ligand orbital and occupy the $N$ equal-weight bonding combinations. In site and ligand blocks,
$$P=\tfrac12\begin{pmatrix}1&1\\1&1\end{pmatrix},\quad Q=\begin{pmatrix}1&0\\0&0\end{pmatrix},\quad n=\begin{pmatrix}\tfrac12&0\\0&0\end{pmatrix}.$$
All four ranks are $N$, and $\mathrm{Tr}(n-n^2)=\tfrac N2-\tfrac N4=\tfrac N4$.

**Fractionally filled states.** Take a single orbital with $Q=1$ and $P=\tfrac12$, as thermal smearing can produce. Then $\mathrm{Tr}(n-n^2)=\tfrac14$, while $\mathrm{rank}(1-Q)=0$. A Hermitian $P$ with eigenvalues between 0 and 1 is therefore not enough for the bound.

## Projectors and occupations as matrices

The type `ι` labels the orthonormal one-particle basis.

In Lean 4 with Mathlib:

```lean
import Mathlib

open Matrix

namespace DudarevRankBound

noncomputable section

variable {ι : Type*} [Fintype ι] [DecidableEq ι]
```

Both spaces are described by the same structure, whose two fields are Hermiticity and idempotence.

```lean
/-- An orthogonal projector: a Hermitian idempotent matrix. -/
structure IsProjector (P : Matrix ι ι ℂ) : Prop where
  herm : P.IsHermitian
  idem : P * P = P
```

The matrix `occupation P Q` has the size of the full basis. In an orthonormal basis that begins with the orbitals of the shell, it is the usual small occupation matrix padded with zeros, so $\mathrm{Tr}(n-n^2)$ is the same for both. Identifying it with the matrix in a particular DFT+U code is a further step, since some codes use non-orthogonal or augmented local projectors.

```lean
/-- The Hubbard occupation matrix `n = Q P Q` of the occupied space `P` in the
Hubbard space `Q`. -/
def occupation (P Q : Matrix ι ι ℂ) : Matrix ι ι ℂ := Q * P * Q
```

"Fractionality" is a name chosen here for $F$. It is defined as a real part so that it can be compared with real numbers.

```lean
/-- The fractionality of an occupation matrix, the real part of `Tr (n - n²)`. -/
def fractionality (n : Matrix ι ι ℂ) : ℝ := (trace (n - n * n)).re
```

For Hermitian $n$, which includes $QPQ$, nothing is lost: the trace equals its own conjugate.

```lean
omit [DecidableEq ι] in
/-- For a Hermitian occupation matrix the trace `Tr (n - n²)` is real, and it equals
the fractionality. -/
theorem fractionality_eq_trace {n : Matrix ι ι ℂ} (hn : n.IsHermitian) :
    (fractionality n : ℂ) = trace (n - n * n) := by
  apply Complex.conj_eq_iff_re.mp
  change star (trace (n - n * n)) = trace (n - n * n)
  rw [← Matrix.trace_conjTranspose, Matrix.conjTranspose_sub,
    Matrix.conjTranspose_mul, hn.eq]
```

## Rank, symmetries and the bound

The next lemma views $P$ as a linear projection onto its range and uses the fact that the trace of such a map is the dimension of that range.

```lean
/-- The dimension of the space onto which an idempotent matrix projects is its trace. -/
theorem rank_eq_trace {P : Matrix ι ι ℂ} (h : P * P = P) : (P.rank : ℂ) = trace P := by
  have hp : LinearMap.IsProj (LinearMap.range (Matrix.toLin' P)) (Matrix.toLin' P) := by
    refine ⟨fun x => LinearMap.mem_range_self _ x, ?_⟩
    rintro _ ⟨y, rfl⟩
    simp only [Matrix.toLin'_apply, Matrix.mulVec_mulVec, h]
  have ht := hp.trace
  rw [LinearMap.trace_eq_matrix_trace ℂ (Pi.basisFun ℂ ι),
    LinearMap.toMatrix_eq_toMatrix', LinearMap.toMatrix'_toLin'] at ht
  rw [Matrix.rank, ← Matrix.toLin'_apply']
  exact ht.symm
```

Complements are needed for the ranks of $1-P$ and $1-Q$.

```lean
/-- The complement `1 - P` of an orthogonal projector is an orthogonal projector. -/
theorem IsProjector.compl {P : Matrix ι ι ℂ} (hP : IsProjector P) :
    IsProjector (1 - P) := by
  refine ⟨Matrix.isHermitian_one.sub hP.herm, ?_⟩
  simp only [sub_mul, mul_sub, one_mul, mul_one, hP.idem]
  abel
```

In the exchange lemma, `gen` is the cyclicity argument for general $A$ and $B$; `h1` and `h2` supply the two factorisations.

```lean
omit [DecidableEq ι] in
/-- For orthogonal projectors `P` and `Q`, the matrices `Q P Q` and `P Q P` have the same
fractionality. -/
theorem fractionality_swap {P Q : Matrix ι ι ℂ} (hP : IsProjector P)
    (hQ : IsProjector Q) :
    fractionality (occupation P Q) = fractionality (occupation Q P) := by
  -- the trace is cyclic, so `A B` and `B A` have the same fractionality
  have gen : ∀ A B : Matrix ι ι ℂ,
      trace (A * B - A * B * (A * B)) = trace (B * A - B * A * (B * A)) := by
    intro A B
    have e : A * B * (A * B) = A * (B * A * B) := by simp only [mul_assoc]
    rw [Matrix.trace_sub, Matrix.trace_sub, e, Matrix.trace_mul_comm A B,
      Matrix.trace_mul_comm A (B * A * B), mul_assoc (B * A) B A]
  -- the two occupation matrices are `(Q P)(P Q)` and `(P Q)(Q P)`
  have h1 : Q * P * Q = Q * P * (P * Q) := by
    rw [← mul_assoc, mul_assoc Q P P, hP.idem]
  have h2 : P * Q * P = P * Q * (Q * P) := by
    rw [← mul_assoc, mul_assoc P Q Q, hQ.idem]
  unfold fractionality occupation
  rw [h1, h2, gen (Q * P) (P * Q)]
```

In the particle–hole lemma, `h1` gives the hole occupation $Q-n$ and `key` is the expansion above. The matrix $P$ is arbitrary here, and the proof uses only the idempotence of $Q$.

```lean
/-- For an orthogonal projector `Q` and any matrix `P`, replacing `P` by `1 - P` leaves the
fractionality of `Q P Q` unchanged. -/
theorem fractionality_particle_hole (P : Matrix ι ι ℂ) {Q : Matrix ι ι ℂ}
    (hQ : IsProjector Q) :
    fractionality (occupation (1 - P) Q) = fractionality (occupation P Q) := by
  have h1 : Q * (1 - P) * Q = Q - Q * P * Q := by
    rw [mul_sub, sub_mul, mul_one, hQ.idem]
  have hl : Q * (Q * P * Q) = Q * P * Q := by
    rw [← mul_assoc, ← mul_assoc, hQ.idem]
  have hr : Q * P * Q * Q = Q * P * Q := by
    rw [mul_assoc (Q * P) Q Q, hQ.idem]
  -- the hole occupation is `Q - n`, and `n - n²` is symmetric under `n ↦ Q - n`
  have key : (Q - Q * P * Q) - (Q - Q * P * Q) * (Q - Q * P * Q) =
      Q * P * Q - Q * P * Q * (Q * P * Q) := by
    rw [sub_mul, mul_sub, mul_sub, hQ.idem, hl, hr]
    abel
  unfold fractionality occupation
  rw [h1, key]
```

Here `key` completes the square and `pos` writes $\mathrm{Tr}\,M^2$ as a sum of squared moduli.

```lean
/-- For orthogonal projectors `P` and `Q`, the fractionality of `Q P Q` is at most one quarter of
the rank of `Q`. -/
theorem fractionality_le_rank {P Q : Matrix ι ι ℂ} (hP : IsProjector P)
    (hQ : IsProjector Q) : fractionality (occupation P Q) ≤ (Q.rank : ℝ) / 4 := by
  have hl : Q * (Q * P * Q) = Q * P * Q := by
    rw [← mul_assoc, ← mul_assoc, hQ.idem]
  have hr : Q * P * Q * Q = Q * P * Q := by
    rw [mul_assoc (Q * P) Q Q, hQ.idem]
  obtain ⟨M, hM⟩ : ∃ M, M = Q * P * Q - (1 / 2 : ℂ) • Q := ⟨_, rfl⟩
  have hMh : Mᴴ = M := by
    rw [hM]
    simp [Matrix.conjTranspose_sub, Matrix.conjTranspose_mul,
      Matrix.conjTranspose_smul, hP.herm.eq, hQ.herm.eq, mul_assoc]
  -- complete the square inside the Hubbard space
  have key : Q * P * Q - Q * P * Q * (Q * P * Q) = (1 / 4 : ℂ) • Q - M * M := by
    rw [hM]
    simp only [sub_mul, mul_sub, Matrix.smul_mul, Matrix.mul_smul, hQ.idem, hl, hr]
    module
  -- the square of a Hermitian matrix has nonnegative trace
  have pos : 0 ≤ (trace (M * M)).re := by
    have e : trace (M * M) = trace (Mᴴ * M) := by rw [hMh]
    rw [e]
    simp only [Matrix.trace, Matrix.diag_apply, Matrix.mul_apply,
      Matrix.conjTranspose_apply, Complex.re_sum]
    refine Finset.sum_nonneg fun i _ => Finset.sum_nonneg fun j _ => ?_
    rw [Complex.mul_re]
    simp only [Complex.star_def, Complex.conj_re, Complex.conj_im]
    nlinarith [sq_nonneg (M j i).re, sq_nonneg (M j i).im]
  have e : (1 / 4 : ℂ) * (Q.rank : ℂ) = (((Q.rank : ℝ) / 4 : ℝ) : ℂ) := by
    push_cast
    ring
  unfold fractionality occupation
  rw [key, Matrix.trace_sub, Matrix.trace_smul, ← rank_eq_trace hQ.idem, smul_eq_mul,
    e, Complex.sub_re, Complex.ofReal_re]
  linarith
```

The main theorem applies this bound to four pairs of projectors, `b1` to `b4`, and rewrites the left-hand sides of `b2`, `b3` and `b4` to $F(P,Q)$ by the symmetries.

```lean
/-- For orthogonal projectors `P` and `Q` and `n = Q P Q`, the fractionality is at most
one quarter of the smallest of the ranks of `P`, `1 - P`, `Q` and `1 - Q`. -/
theorem fractionality_le_min_rank {P Q : Matrix ι ι ℂ} (hP : IsProjector P)
    (hQ : IsProjector Q) :
    fractionality (occupation P Q) ≤
      ((min (min P.rank (1 - P).rank) (min Q.rank (1 - Q).rank) : ℕ) : ℝ) / 4 := by
  have b1 := fractionality_le_rank hP hQ
  have b2 := fractionality_le_rank hQ hP
  have b3 := fractionality_le_rank hQ hP.compl
  have b4 := fractionality_le_rank hP hQ.compl
  -- the two symmetries carry the bound by `rank Q` to the other three ranks
  rw [← fractionality_swap hP hQ] at b2
  rw [fractionality_swap hQ hP.compl, fractionality_particle_hole P hQ] at b3
  rw [fractionality_swap hP hQ.compl, fractionality_particle_hole Q hP,
    ← fractionality_swap hP hQ] at b4
  rw [le_div_iff₀ (by norm_num)]
  simp only [Nat.cast_min]
  exact le_min (le_min (by linarith) (by linarith)) (le_min (by linarith) (by linarith))
```

## Half-filled site orbitals reach the bound

In the code `m` is the type of orbital labels, and $N$ is `Fintype.card m`. The basis `m ⊕ m` consists of the site orbitals followed by their ligand partners.

```lean
/-- The projector onto the first of two sets of orbitals, both labelled by `m`. -/
def site (m : Type*) [DecidableEq m] : Matrix (m ⊕ m) (m ⊕ m) ℂ :=
  fromBlocks 1 0 0 0

/-- The projector onto the equal-weight in-phase combinations of each orbital of the
first set with its partner in the second. -/
def bond (m : Type*) [DecidableEq m] : Matrix (m ⊕ m) (m ⊕ m) ℂ :=
  fromBlocks ((1 / 2 : ℂ) • 1) ((1 / 2 : ℂ) • 1) ((1 / 2 : ℂ) • 1) ((1 / 2 : ℂ) • 1)
```

Taking conjugate transposes and products block by block confirms that both matrices are orthogonal projectors.

```lean
/-- The matrices `bond m` and `site m` are orthogonal projectors. -/
theorem isProjector_witness (m : Type*) [Fintype m] [DecidableEq m] :
    IsProjector (bond m) ∧ IsProjector (site m) := by
  have h : ((1 / 2 : ℂ) • (1 : Matrix m m ℂ)) * ((1 / 2 : ℂ) • (1 : Matrix m m ℂ)) +
      ((1 / 2 : ℂ) • (1 : Matrix m m ℂ)) * ((1 / 2 : ℂ) • (1 : Matrix m m ℂ)) =
      (1 / 2 : ℂ) • (1 : Matrix m m ℂ) := by
    rw [Matrix.smul_mul, Matrix.one_mul]
    module
  refine ⟨⟨?_, ?_⟩, ⟨?_, ?_⟩⟩
  · simp [Matrix.IsHermitian, bond, Matrix.fromBlocks_conjTranspose,
      Matrix.conjTranspose_smul]
  · rw [bond, Matrix.fromBlocks_multiply, h]
  · simp [Matrix.IsHermitian, site, Matrix.fromBlocks_conjTranspose]
  · simp [site, Matrix.fromBlocks_multiply]
```

The last theorem states that the smallest rank is $N$ and the fractionality $N/4$, so the constant $\tfrac14$ is optimal for every $N\ge1$. Its proof computes only the rank of $Q$, which bounds the minimum from above. The main theorem, applied to a fractionality of $N/4$, bounds it from below.

```lean
/-- The bound is sharp in every size: for `P = bond m` and `Q = site m` the smallest of the
four ranks is the number of orbitals in `m`, and the fractionality is one quarter of it. -/
theorem bond_saturates (m : Type*) [Fintype m] [DecidableEq m] :
    min (min (bond m).rank (1 - bond m).rank) (min (site m).rank (1 - site m).rank) =
      Fintype.card m ∧
    fractionality (occupation (bond m) (site m)) = (Fintype.card m : ℝ) / 4 := by
  obtain ⟨hP, hQ⟩ := isProjector_witness m
  have tb : ∀ A B C D : Matrix m m ℂ,
      trace (fromBlocks A B C D) = trace A + trace D := by
    intro A B C D
    simp [Matrix.trace, Fintype.sum_sum_type]
  have tQ : trace (site m) = (Fintype.card m : ℂ) := by
    rw [site, tb, Matrix.trace_one, Matrix.trace_zero, add_zero]
  have rQ : (site m).rank = Fintype.card m :=
    Nat.cast_injective (R := ℂ) ((rank_eq_trace hQ.idem).trans tQ)
  -- every site orbital is exactly half filled
  have hn : occupation (bond m) (site m) = fromBlocks ((1 / 2 : ℂ) • 1) 0 0 0 := by
    simp [occupation, bond, site, Matrix.fromBlocks_multiply]
  have ht : trace (occupation (bond m) (site m) -
      occupation (bond m) (site m) * occupation (bond m) (site m)) =
      (((Fintype.card m : ℝ) / 4 : ℝ) : ℂ) := by
    rw [hn, Matrix.fromBlocks_multiply, Matrix.trace_sub, tb, tb]
    simp only [Matrix.smul_mul, Matrix.one_mul, Matrix.mul_zero, add_zero,
      Matrix.trace_smul, Matrix.trace_one, Matrix.trace_zero, smul_eq_mul]
    push_cast
    ring
  have hf : fractionality (occupation (bond m) (site m)) = (Fintype.card m : ℝ) / 4 := by
    rw [fractionality, ht, Complex.ofReal_re]
  -- the main bound forces the smallest rank to be at least `card m`
  refine ⟨le_antisymm ?_ ?_, hf⟩
  · exact (min_le_right _ _).trans ((min_le_left _ _).trans rQ.le)
  · have h := fractionality_le_min_rank hP hQ
    rw [hf] at h
    refine (Nat.cast_le (α := ℝ)).mp ?_
    linarith

end

end DudarevRankBound
```

```lean
#print axioms DudarevRankBound.fractionality_eq_trace
-- 'DudarevRankBound.fractionality_eq_trace' depends on axioms: [propext, Classical.choice, Quot.sound]
#print axioms DudarevRankBound.fractionality_le_min_rank
-- 'DudarevRankBound.fractionality_le_min_rank' depends on axioms: [propext, Classical.choice, Quot.sound]
#print axioms DudarevRankBound.bond_saturates
-- 'DudarevRankBound.bond_saturates' depends on axioms: [propext, Classical.choice, Quot.sound]
```
